# Commuting nilpotent cluster operators S and T give the same transformed Hamiltonian exactly when H commutes with S − T

In coupled-cluster theory a cluster operator T, a sum of excitation operators weighted by amplitudes, turns the Hamiltonian H into the similarity-transformed Hamiltonian

    exp(−T) H exp(T).

The question is when two cluster operators S and T give the same result. Excitations out of one common reference determinant commute, and with finitely many electrons a high enough power of T vanishes. T is then nilpotent, and its exponential is the finite sum

    exp(T) = Σ_k T^k / k!.

Here S, T and H are elements of a ring `A`, not necessarily commutative. `Algebra ℚ A` supplies the factors 1/k!, and complex matrices are an instance. H is arbitrary and need not be Hermitian. `IsNilpotent T` says that some power of T is zero, and `Commute H T` says that HT = TH. That the excitation operators of a given molecule in a finite orbital basis commute and are nilpotent is an input, since no Fock space is constructed here.

```lean
import Mathlib

open Polynomial
open IsNilpotent (exp)

namespace CoupledClusterInvariance

variable {A : Type*} [Ring A] [Algebra ℚ A]
```

The name `exp` stands for Mathlib's finite sum `IsNilpotent.exp`. The definition accepts any T, but it has the intended meaning only for nilpotent T, which the theorems assume.

```lean
/-- The similarity-transformed Hamiltonian `exp(-T) H exp(T)`, for a nilpotent cluster
operator `T`, with both exponentials finite sums. -/
noncomputable def transformed (T H : A) : A := exp (-T) * H * exp T
```

## From the exponential back to its exponent

Let N be nilpotent, with N^n = 0. Separating the first two terms of the exponential gives

    exp(N) = 1 + N + N² q(N),   q(X) = Σ_{i<n} X^i / (i+2)!.

In Lean, `aeval N p` is the polynomial p evaluated at N. The proof writes the exponential as a sum of n + 2 terms and splits off the orders zero and one.

```lean
/-- The exponential of a nilpotent `N` is `1 + N` plus `N ^ 2` times a polynomial in `N`. -/
theorem exp_eq_aeval {N : A} {n : ℕ} (hn : N ^ n = 0) :
    ∃ q : ℚ[X], exp N = 1 + aeval N (X + X ^ 2 * q) := by
  refine ⟨∑ i ∈ Finset.range n, C (((i + 2).factorial : ℚ)⁻¹) * X ^ i, ?_⟩
  have h2 : N ^ (n + 2) = 0 := by rw [pow_add, hn, zero_mul]
  have hR : aeval N (X + X ^ 2 *
      ∑ i ∈ Finset.range n, C (((i + 2).factorial : ℚ)⁻¹) * X ^ i) =
      N + ∑ i ∈ Finset.range n, ((i + 2).factorial : ℚ)⁻¹ • N ^ (i + 2) := by
    simp only [map_add, map_mul, map_pow, map_sum, aeval_X, aeval_C, Finset.mul_sum]
    congr 1
    refine Finset.sum_congr rfl fun i _ => ?_
    rw [← Algebra.smul_def, mul_smul_comm, ← pow_add, add_comm 2 i]
  -- split off the terms of order zero and one
  rw [hR, IsNilpotent.exp_eq_sum h2, Finset.sum_range_succ', Finset.sum_range_succ']
  simp only [add_assoc, one_add_one_eq_two, zero_add, Nat.factorial_zero,
    Nat.factorial_one, Nat.cast_one, inv_one, one_smul, pow_zero, pow_one]
  abel
```

Set f(X) = X + X² q(X), so that exp(N) − 1 = f(N). Each power of f begins with the matching power of X:

    f^k = X^k + X^(k+1) r.

This holds for k = 0 with r = 0. Multiplying by f once more gives

    f^(k+1) = X^(k+1) + X^(k+2) (q + r + X r q),

which is the induction step.

```lean
/-- The `k`-th power of a polynomial that starts with `X` starts with `X ^ k`. -/
theorem pow_leading (q : ℚ[X]) (k : ℕ) :
    ∃ r : ℚ[X], (X + X ^ 2 * q) ^ k = X ^ k + X ^ (k + 1) * r := by
  induction k with
  | zero => exact ⟨0, by simp⟩
  | succ k ih =>
    obtain ⟨r, hr⟩ := ih
    refine ⟨q + r + X * r * q, ?_⟩
    rw [pow_succ, hr]
    ring
```

Suppose that H commutes with exp(N). It then commutes with f(N) and with all powers of f(N). The claim is that H commutes with N^k p(N) for every k ≥ 1 and every polynomial p. For k ≥ n the product is zero. For smaller k, write p = p₀ + X p₁ with p₀ the constant term. Then

    X^k p = p₀ f^k + X^(k+1) (p₁ − p₀ r).

At X = N, the first term commutes with H by assumption and the second by the claim for k + 1. Descending to k = 1 with p = 1 gives HN = NH. Conversely, if H commutes with N, it commutes with each term of the exponential.

In the proof, `key` is this descent, run as an induction on a bound m for the distance from k to n. `p.divX` is p₁.

```lean
/-- An operator commutes with the exponential of a nilpotent `N` exactly when it commutes
with `N` itself. -/
theorem commute_exp_iff {H N : A} (hN : IsNilpotent N) :
    Commute H (exp N) ↔ Commute H N := by
  obtain ⟨n, hn⟩ := hN
  constructor
  · intro h
    obtain ⟨q, hq⟩ := exp_eq_aeval hn
    have hF : Commute H (aeval N (X + X ^ 2 * q)) := by
      have h1 := h.sub_right (Commute.one_right H)
      rwa [hq, add_sub_cancel_left] at h1
    -- descend from the vanishing power of `N` to the first power
    have key : ∀ m k : ℕ, n ≤ k + m → ∀ p : ℚ[X], Commute H (aeval N (X ^ k * p)) := by
      intro m
      induction m with
      | zero =>
        intro k hk p
        rw [map_mul, map_pow, aeval_X, pow_eq_zero_of_le (by omega) hn, zero_mul]
        exact Commute.zero_right H
      | succ m ih =>
        intro k hk p
        obtain ⟨r, hr⟩ := pow_leading q k
        have hp : X ^ k * p = C (p.coeff 0) * (X + X ^ 2 * q) ^ k +
            X ^ (k + 1) * (p.divX - C (p.coeff 0) * r) := by
          rw [hr]
          linear_combination (-(X ^ k : ℚ[X])) * p.divX_mul_X_add
        have hc : Commute H (algebraMap ℚ A (p.coeff 0)) := (Algebra.commutes _ H).symm
        rw [hp, map_add, map_mul, map_pow, aeval_C]
        exact (hc.mul_right (hF.pow_right k)).add_right (ih (k + 1) (by omega) _)
    simpa using key n 1 (by omega) 1
  · intro h
    rw [IsNilpotent.exp_eq_sum hn]
    exact Commute.sum_right _ _ _ fun i _ => (h.pow_right i).smul_right _
```

## When one cluster operator has no effect

Multiply exp(−T) H exp(T) = H on the left by exp(T). Since exp(T) exp(−T) = 1, this gives

    H exp(T) = exp(T) H,

and multiplying by exp(−T) leads back. By the previous result, the condition is the same as HT = TH.

```lean
/-- A nilpotent cluster operator leaves the Hamiltonian unchanged exactly when the two
commute. -/
theorem transformed_eq_self_iff {T : A} (hT : IsNilpotent T) (H : A) :
    transformed T H = H ↔ Commute H T := by
  rw [← commute_exp_iff hT]
  constructor
  · intro h
    calc H * exp T = (exp T * exp (-T)) * (H * exp T) := by
          rw [IsNilpotent.exp_mul_exp_neg_self hT, one_mul]
      _ = exp T * transformed T H := by simp only [transformed, mul_assoc]
      _ = exp T * H := by rw [h]
  · intro h
    rw [transformed, mul_assoc, h.eq, ← mul_assoc,
      IsNilpotent.exp_neg_mul_exp_self hT, one_mul]
```

## Comparing two cluster operators

If S and T commute, then exp(S + T) = exp(S) exp(T), and therefore

    exp(−(S+T)) H exp(S+T) = exp(−T) [exp(−S) H exp(S)] exp(T).

```lean
/-- For commuting nilpotent `S` and `T`, transforming with `S + T` is the same as
transforming first with `S` and then with `T`. -/
theorem transformed_add {S T : A} (h : Commute S T) (hS : IsNilpotent S)
    (hT : IsNilpotent T) (H : A) :
    transformed (S + T) H = transformed T (transformed S H) := by
  have h1 : exp (S + T) = exp S * exp T := IsNilpotent.exp_add_of_commute h hS hT
  have h2 : exp (-(S + T)) = exp (-T) * exp (-S) := by
    rw [neg_add_rev]
    exact IsNilpotent.exp_add_of_commute h.symm.neg_left.neg_right hT.neg hS.neg
  simp only [transformed, h1, h2, mul_assoc]
```

A transformation can also be undone:

    exp(T) [exp(−T) W exp(T)] exp(−T) = W.

Two operators with the same transform are therefore equal. `Function.Injective` expresses this for fixed T.

```lean
/-- For nilpotent `T`, different Hamiltonians have different transformed Hamiltonians. -/
theorem transformed_injective {T : A} (hT : IsNilpotent T) :
    Function.Injective (transformed T) := by
  intro Y Z h
  have back : ∀ W, exp T * transformed T W * exp (-T) = W := by
    intro W
    calc exp T * transformed T W * exp (-T)
        = (exp T * exp (-T)) * W * (exp T * exp (-T)) := by
          simp only [transformed, mul_assoc]
      _ = W := by rw [IsNilpotent.exp_mul_exp_neg_self hT, one_mul, mul_one]
  have hY := back Y
  rw [h, back Z] at hY
  exact hY.symm
```

Now write S = (S − T) + T. The difference is nilpotent because S and T commute, and it commutes with T. Hence

    exp(−S) H exp(S) = exp(−T) [exp(−(S−T)) H exp(S−T)] exp(T).

This equals exp(−T) H exp(T) exactly when the bracket equals H, which means that H commutes with S − T. The last line of the proof applies injectivity and then the criterion for a single operator.

```lean
/-- Two commuting nilpotent cluster operators give the same transformed Hamiltonian exactly
when the Hamiltonian commutes with their difference. -/
theorem transformed_eq_iff {S T : A} (h : Commute S T) (hS : IsNilpotent S)
    (hT : IsNilpotent T) (H : A) :
    transformed S H = transformed T H ↔ Commute H (S - T) := by
  have hN : IsNilpotent (S - T) := h.isNilpotent_sub hS hT
  -- transform with the difference first, then with `T`
  have e := transformed_add (h.sub_left (Commute.refl T)) hN hT H
  rw [sub_add_cancel] at e
  rw [e, (transformed_injective hT).eq_iff, transformed_eq_self_iff hN]
```

For coupled-cluster calculations in a finite basis, this identifies the amplitude changes that leave the whole transformed Hamiltonian as it was. It is not a uniqueness statement for solutions of the amplitude equations, which constrain only some of its matrix elements.

## Scaling all amplitudes

Let s ≠ t be two factors from a field `K`, such as the real or complex numbers, over which `A` is also an algebra. The difference of the scaled operators is

    sT − tT = (s − t) T.

Since s − t can be inverted, H commutes with this difference exactly when it commutes with T. As the common factor varies, the transformed Hamiltonian is either constant or never takes the same value twice.

```lean
/-- Scaling all amplitudes of a nilpotent `T` by two different factors gives the same
transformed Hamiltonian exactly when the Hamiltonian commutes with `T`. -/
theorem transformed_smul_eq_iff {K : Type*} [Field K] [Algebra K A] {T : A}
    (hT : IsNilpotent T) {s t : K} (hst : s ≠ t) (H : A) :
    transformed (s • T) H = transformed (t • T) H ↔ Commute H T := by
  have hnil : ∀ c : K, IsNilpotent (c • T) := by
    intro c
    obtain ⟨n, hn⟩ := hT
    exact ⟨n, by rw [_root_.smul_pow, hn, smul_zero]⟩
  rw [transformed_eq_iff (((Commute.refl T).smul_left s).smul_right t) (hnil s) (hnil t),
    ← sub_smul]
  constructor
  · intro h
    have h1 := h.smul_right (s - t)⁻¹
    rwa [smul_smul, inv_mul_cancel₀ (sub_ne_zero.mpr hst), one_smul] at h1
  · intro h
    exact h.smul_right _
```

## A 3×3 instance

Let E_ij be the matrix with a single 1 in row i and column j, counted from zero as in Lean. Take

    S = E₀₁ + E₀₂,   T = E₀₁,   H = E₁₂.

Then S² = T² = ST = TS = 0. The difference S − T = E₀₂ has zero product with H in either order, so H commutes with it. But HT = 0 while TH = E₀₂, so H does not commute with T. Direct multiplication gives

    (1 − S) H (1 + S) = E₁₂ − E₀₂ = (1 − T) H (1 + T).

Both operators change H, and they change it in the same way. The matrices illustrate the algebra only: H is not Hermitian, so it is not a physical Hamiltonian. The theorem below records the algebraic relations; the equality of the transforms then follows from `transformed_eq_iff`.

```lean
/-- Explicit commuting `S` and `T` of square zero and an `H` that commutes with `S - T`
but not with `T`. -/
theorem transformed_eq_iff_witness {S T H : Matrix (Fin 3) (Fin 3) ℚ}
    (hS : S = !![0, 1, 1; 0, 0, 0; 0, 0, 0]) (hT : T = !![0, 1, 0; 0, 0, 0; 0, 0, 0])
    (hH : H = !![0, 0, 0; 0, 0, 1; 0, 0, 0]) :
    S ^ 2 = 0 ∧ T ^ 2 = 0 ∧ S * T = T * S ∧ H * (S - T) = (S - T) * H ∧
      H * T ≠ T * H := by
  subst hS hT hH
  refine ⟨?_, ?_, ?_, ?_, ?_⟩
  iterate 4
    · ext i j
      fin_cases i <;> fin_cases j <;>
        norm_num [pow_two, Matrix.mul_apply, Fin.sum_univ_succ]
  · intro h
    have h1 := congrFun (congrFun h 0) 2
    norm_num [Matrix.mul_apply, Fin.sum_univ_succ] at h1
    exact (by norm_num : (0 : ℚ) ≠ 1) h1
```

## What fails when S and T do not commute

Take the 2×2 matrices, written row by row,

    S = [0 1; 0 0],   T = [0 0; 1 0],   H = [0 1; −1 1].

Both S and T have square zero, so their exponentials are 1 + S and 1 + T. Then

    (1 − S) H (1 + S) = [1 1; −1 0] = (1 − T) H (1 + T),

although

    H(S − T) = [−1 0; −1 −1],   (S − T)H = [−1 1; 0 −1].

So for nilpotent S and T that do not commute, equal transforms need not imply that H commutes with S − T. This is a test of the algebraic hypothesis, not a coupled-cluster model: H is not Hermitian, and S, the transpose of T, reverses the transition that T makes, so the two are not cluster operators for one common reference. The proof computes the transforms entry by entry and separates the two products at entry (0, 1).

```lean
/-- Without commutation of `S` and `T` the criterion can fail: here both have square zero and give
the same transformed `H`, yet `H` does not commute with `S - T`. -/
theorem noncommuting_counterexample {S T H : Matrix (Fin 2) (Fin 2) ℚ}
    (hS : S = !![0, 1; 0, 0]) (hT : T = !![0, 0; 1, 0]) (hH : H = !![0, 1; -1, 1]) :
    S ^ 2 = 0 ∧ T ^ 2 = 0 ∧ transformed S H = transformed T H ∧
      ¬ Commute H (S - T) := by
  have hS2 : S ^ 2 = 0 := by
    subst hS
    ext i j
    fin_cases i <;> fin_cases j <;> norm_num [pow_two, Matrix.mul_apply, Fin.sum_univ_succ]
  have hT2 : T ^ 2 = 0 := by
    subst hT
    ext i j
    fin_cases i <;> fin_cases j <;> norm_num [pow_two, Matrix.mul_apply, Fin.sum_univ_succ]
  -- the exponential series stops after the linear term
  have he : ∀ N : Matrix (Fin 2) (Fin 2) ℚ, N ^ 2 = 0 → exp N = 1 + N := by
    intro N hN
    rw [IsNilpotent.exp_eq_sum hN]
    simp [Finset.sum_range_succ]
  refine ⟨hS2, hT2, ?_, ?_⟩
  · rw [transformed, transformed, he S hS2, he T hT2, he (-S) (by rw [neg_sq, hS2]),
      he (-T) (by rw [neg_sq, hT2]), Matrix.one_fin_two]
    subst hS hT hH
    ext i j
    fin_cases i <;> fin_cases j <;>
      norm_num [Matrix.mul_apply, Fin.sum_univ_two]
  · intro h
    subst hS hT hH
    have h1 := congrFun (congrFun h.eq 0) 1
    norm_num [Matrix.mul_apply, Fin.sum_univ_succ] at h1

end CoupledClusterInvariance
```

```lean
#print axioms CoupledClusterInvariance.transformed_eq_iff
#print axioms CoupledClusterInvariance.transformed_smul_eq_iff
#print axioms CoupledClusterInvariance.noncommuting_counterexample
```

```
'CoupledClusterInvariance.transformed_eq_iff' depends on axioms: [propext, Classical.choice, Quot.sound]
'CoupledClusterInvariance.transformed_smul_eq_iff' depends on axioms: [propext, Classical.choice, Quot.sound]
'CoupledClusterInvariance.noncommuting_counterexample' depends on axioms: [propext, Classical.choice, Quot.sound]
```
